# Bounds $\delta$ and $3W$ on the second-order coefficient of the purified energy at the ground-state projector, when every level lies between $\delta>0$ and $W$ from the chemical potential

**Q:** Suppose I minimize a purified energy over trial density matrices, with no constraint on their eigenvalues, and know only that the ground-state projector is stationary. It could be a saddle. Even at a minimum, a soft direction could stall the search. What rules this out?

**A:** A gap. Let $k_i$ be the orbital energies of a fixed one-electron Hamiltonian, measured from the chemical potential, $K=\mathrm{diag}(k_i)$, and $P$ the diagonal matrix of occupations $p_i=1$ for $k_i<0$ and $0$ otherwise. With $\Omega(L)=\mathrm{Tr}((3L^2-2L^3)K)$ and $D$ real symmetric,

$$\Omega(P+sD)=\Omega(P)+s^2\sum_{ij}w_{ij}D_{ij}^2-2s^3\,\mathrm{Tr}(D^3K).$$

If $0<\delta\le|k_i|\le W$, the weights obey $\delta\le w_{ij}\le 3W$. The coefficient of $s^2$, called the curvature here, is half the second derivative at $s=0$; for $\sum_{ij}D_{ij}^2=1$ it lies between the same bounds. Hence, for $D\neq0$, any sufficiently small nonzero $s$ raises the energy. This is a local statement: far from $P$ the cubic term can win, and a search that strays there can still lower the energy without limit.

**Q:** Derive it without assuming that $P$ and $D$ commute.

**A:** Keeping the order of factors, the term linear in $s$ in $3L^2-2L^3$ is

$$3(PD+DP)-2(P^2D+PDP+DP^2).$$

Its $i$th diagonal entry is $6(p_i-p_i^2)D_{ii}=0$, because $p_i^2=p_i$. The quadratic term is

$$3D^2-2(D^2P+DPD+PD^2).$$

Its trace with $K$ is $\sum_{ij}(3-4p_i-2p_j)k_iD_{ij}^2$. Since $D_{ij}=D_{ji}$, we may average over exchange of $i$ and $j$:

$$w_{ij}=\tfrac12\big[(3-4p_i-2p_j)k_i+(3-4p_j-2p_i)k_j\big].$$

- Both empty: $w_{ij}=\tfrac32(k_i+k_j)$.
- Both occupied: $w_{ij}=-\tfrac32(k_i+k_j)$.
- $i$ occupied, $j$ empty: $w_{ij}=\tfrac12(k_j-k_i)$, and likewise with the roles exchanged.

So $w_{ij}=\tfrac32(|k_i|+|k_j|)$ for equal signs and $\tfrac12|k_i-k_j|=\tfrac12(|k_i|+|k_j|)$ for opposite signs. The first lies in $[3\delta,3W]$, the second in $[\delta,W]$.

**Q:** Now the formal version. Which physical system does it describe?

**A:** Finitely many levels, labelled by `n`, in an orthonormal eigenbasis of a fixed one-electron Hamiltonian.

In Lean 4 with Mathlib:

```lean
import Mathlib

open Matrix

namespace DensityMatrixMinimization

noncomputable section

variable {n : Type*} [Fintype n] [DecidableEq n]
```

The trial matrix is real and need not be idempotent.

```lean
/-- The purification polynomial `3L² - 2L³` of a trial density matrix `L`. -/
def purify (L : Matrix n n ℝ) : Matrix n n ℝ := (3 : ℝ) • L ^ 2 - (2 : ℝ) • L ^ 3

/-- The energy functional `Tr((3L² - 2L³)K)`, where `K = diag(k)` holds the orbital energies
measured from the chemical potential. -/
def energy (k : n → ℝ) (L : Matrix n n ℝ) : ℝ := trace (purify L * diagonal k)

/-- The occupation of level `i`: one below the chemical potential, zero otherwise. -/
def occ (k : n → ℝ) (i : n) : ℝ := if k i < 0 then 1 else 0

/-- The projector on the levels of negative energy. -/
def projector (k : n → ℝ) : Matrix n n ℝ := diagonal (occ k)
```

**Q:** The next definitions contain the sign rule. Isn't that the answer put in by hand?

**A:** `weight` and `curvature` only name the proposed answer; `second_order` below connects them to the functional. `frobSq` is $\|D\|^2=\sum_{ij}D_{ij}^2$.

```lean
/-- The stiffness of the pair `i, j`: `|k_i - k_j|/2` for energies of opposite sign,
and `3(|k_i| + |k_j|)/2` otherwise. -/
def weight (k : n → ℝ) (i j : n) : ℝ :=
  if k i * k j < 0 then |k i - k j| / 2 else 3 * (|k i| + |k j|) / 2

/-- The quadratic form `∑ w_ij D_ij²` in the variation `D`. -/
def curvature (k : n → ℝ) (D : Matrix n n ℝ) : ℝ := ∑ i, ∑ j, weight k i j * D i j ^ 2

/-- The squared Frobenius norm `∑ D_ij²`. -/
def frobSq (D : Matrix n n ℝ) : ℝ := ∑ i, ∑ j, D i j ^ 2
```

The two matrix terms from the derivation are also named.

```lean
/-- The first-order term of the purification polynomial at `P` in the direction `D`. -/
def firstVar (P D : Matrix n n ℝ) : Matrix n n ℝ :=
  (3 : ℝ) • (P * D + D * P) - (2 : ℝ) • (P * (P * D) + P * D * P + D * P * P)

/-- The second-order term of the purification polynomial at `P` in the direction `D`. -/
def secondVar (P D : Matrix n n ℝ) : Matrix n n ℝ :=
  (3 : ℝ) • (D * D) - (2 : ℝ) • (D * D * P + D * (P * D) + P * (D * D))
```

**Q:** Where does the proof handle noncommutativity?

**A:** Here: `simp` multiplies out the ordered products and `module` matches their coefficients.

```lean
/-- The purification polynomial along the line `P + sD` has degree at most three in `s`, for any two
matrices `P` and `D`. -/
theorem purify_line (P D : Matrix n n ℝ) (s : ℝ) :
    purify (P + s • D) =
      purify P + s • firstVar P D + s ^ 2 • secondVar P D - (2 * s ^ 3) • D ^ 3 := by
  simp only [purify, firstVar, secondVar, pow_succ, pow_zero, one_mul, add_mul, mul_add,
    Matrix.smul_mul, Matrix.mul_smul, mul_assoc]
  module
```

Idempotence, `hp`, then removes the linear trace.

```lean
/-- The energy functional is stationary at the projector: its first-order term vanishes in
every direction `D`. -/
theorem first_order_zero (k : n → ℝ) (D : Matrix n n ℝ) :
    trace (firstVar (projector k) D * diagonal k) = 0 := by
  unfold trace
  apply Finset.sum_eq_zero
  intro i _
  -- occupations are idempotent
  have hp : occ k i * occ k i = occ k i := by
    unfold occ
    split_ifs <;> norm_num
  simp only [firstVar, projector, Matrix.diag_apply, Matrix.mul_diagonal,
    Matrix.diagonal_mul, Matrix.sub_apply, Matrix.add_apply, Matrix.smul_apply, smul_eq_mul]
  linear_combination (-6 * D i i * k i) * hp
```

The four sign cases become four branches.

```lean
omit [Fintype n] [DecidableEq n] in
/-- For nonzero energies, twice the stiffness of a pair is the sum of the two second-order
coefficients belonging to `(i, j)` and `(j, i)`. -/
theorem two_mul_weight (k : n → ℝ) (i j : n) (hi : k i ≠ 0) (hj : k j ≠ 0) :
    2 * weight k i j = (3 - 4 * occ k i - 2 * occ k j) * k i
      + (3 - 4 * occ k j - 2 * occ k i) * k j := by
  unfold weight occ
  rcases lt_or_gt_of_ne hi with a | a <;> rcases lt_or_gt_of_ne hj with b | b
  · rw [if_neg (not_lt.mpr (mul_pos_of_neg_of_neg a b).le), if_pos a, if_pos b,
      abs_of_neg a, abs_of_neg b]
    ring
  · rw [if_pos (mul_neg_of_neg_of_pos a b), if_pos a, if_neg (not_lt.mpr b.le),
      abs_of_neg (by linarith : k i - k j < 0)]
    ring
  · rw [if_pos (mul_neg_of_pos_of_neg a b), if_neg (not_lt.mpr a.le), if_pos b,
      abs_of_pos (by linarith : 0 < k i - k j)]
    ring
  · rw [if_neg (not_lt.mpr (mul_pos a b).le), if_neg (not_lt.mpr a.le),
      if_neg (not_lt.mpr b.le), abs_of_pos a, abs_of_pos b]
    ring
```

**Q:** Why must every $k_i$ be nonzero?

**A:** With $k_i=0$ and $k_j<0$, the functional gives $|k_j|/2$, but the sign rule gives $3|k_j|/2$. Physically, the hypothesis says that no level sits at the chemical potential.

In the next proof, `h1` is the double sum, `h2` exchanges its indices, and `h3` adds the two versions.

```lean
/-- For nonzero energies and a symmetric variation `D`, the second-order term of the energy
functional at the projector is `∑ w_ij D_ij²`. -/
theorem second_order (k : n → ℝ) (hk : ∀ i, k i ≠ 0) (D : Matrix n n ℝ) (hD : D.IsSymm) :
    trace (secondVar (projector k) D * diagonal k) = curvature k D := by
  have h1 : trace (secondVar (projector k) D * diagonal k) =
      ∑ i, ∑ j, (3 - 4 * occ k i - 2 * occ k j) * k i * D i j ^ 2 := by
    unfold trace
    refine Finset.sum_congr rfl fun i _ => ?_
    have e1 : (D * D) i i = ∑ j, D i j * D j i := Matrix.mul_apply
    have e2 : (D * (diagonal (occ k) * D)) i i = ∑ j, D i j * (occ k j * D j i) := by
      rw [Matrix.mul_apply]
      simp only [Matrix.diagonal_mul]
    simp only [secondVar, projector, Matrix.diag_apply, Matrix.mul_diagonal,
      Matrix.diagonal_mul, Matrix.sub_apply, Matrix.add_apply, Matrix.smul_apply,
      smul_eq_mul, e1, e2]
    simp only [Finset.mul_sum, Finset.sum_mul, ← Finset.sum_add_distrib,
      ← Finset.sum_sub_distrib]
    refine Finset.sum_congr rfl fun j _ => ?_
    rw [hD.apply i j]
    ring
  -- exchange the two indices and average
  have h2 : ∑ i, ∑ j, (3 - 4 * occ k i - 2 * occ k j) * k i * D i j ^ 2 =
      ∑ i, ∑ j, (3 - 4 * occ k j - 2 * occ k i) * k j * D i j ^ 2 := by
    rw [Finset.sum_comm]
    refine Finset.sum_congr rfl fun i _ => Finset.sum_congr rfl fun j _ => ?_
    rw [hD.apply i j]
  have h3 : 2 * curvature k D =
      ∑ i, ∑ j, (3 - 4 * occ k i - 2 * occ k j) * k i * D i j ^ 2 +
      ∑ i, ∑ j, (3 - 4 * occ k j - 2 * occ k i) * k j * D i j ^ 2 := by
    simp only [curvature, Finset.mul_sum, ← Finset.sum_add_distrib]
    refine Finset.sum_congr rfl fun i _ => Finset.sum_congr rfl fun j _ => ?_
    linear_combination D i j ^ 2 * two_mul_weight k i j (hk i) (hk j)
  linarith
```

Substituting both traces gives the full cubic.

```lean
/-- For nonzero energies and symmetric `D`, the energy along `P + sD`, with `P` the projector
on the negative levels, has no linear term, the quadratic coefficient `∑ w_ij D_ij²` and the
cubic coefficient `-2 Tr(D³K)`. -/
theorem energy_line (k : n → ℝ) (hk : ∀ i, k i ≠ 0) (D : Matrix n n ℝ) (hD : D.IsSymm)
    (s : ℝ) : energy k (projector k + s • D) =
      energy k (projector k) + s ^ 2 * curvature k D
        - 2 * s ^ 3 * trace (D ^ 3 * diagonal k) := by
  unfold energy
  rw [purify_line]
  simp only [add_mul, sub_mul, Matrix.smul_mul, trace_add, trace_sub, trace_smul,
    smul_eq_mul, first_order_zero, second_order k hk D hD]
  ring
```

**Q:** And the bounds?

**A:** The first lemma uses $|k_i-k_j|=|k_i|+|k_j|$ for opposite signs; the second multiplies by $D_{ij}^2\ge0$ and sums.

```lean
omit [Fintype n] [DecidableEq n] in
/-- If all energies satisfy `δ ≤ |k_i| ≤ W`, every pair stiffness lies between `δ` and
`3W`. -/
theorem weight_bounds (k : n → ℝ) (δ W : ℝ) (h : ∀ i, δ ≤ |k i| ∧ |k i| ≤ W) (i j : n) :
    δ ≤ weight k i j ∧ weight k i j ≤ 3 * W := by
  obtain ⟨hi, hi'⟩ := h i
  obtain ⟨hj, hj'⟩ := h j
  have pi := abs_nonneg (k i)
  have pj := abs_nonneg (k j)
  unfold weight
  split_ifs with hs
  · -- for opposite signs the distance is the sum of the absolute values
    have e : |k i - k j| = |k i| + |k j| := by
      rcases mul_neg_iff.mp hs with ⟨a, b⟩ | ⟨a, b⟩
      · rw [abs_of_pos a, abs_of_neg b, abs_of_pos (by linarith : 0 < k i - k j)]
        ring
      · rw [abs_of_neg a, abs_of_pos b, abs_of_neg (by linarith : k i - k j < 0)]
        ring
    rw [e]
    constructor <;> linarith
  · constructor <;> linarith

omit [DecidableEq n] in
/-- If all energies satisfy `δ ≤ |k_i| ≤ W`, the curvature in the direction `D` lies between
`δ` and `3W` times the squared Frobenius norm of `D`. -/
theorem curvature_bounds (k : n → ℝ) (δ W : ℝ) (h : ∀ i, δ ≤ |k i| ∧ |k i| ≤ W)
    (D : Matrix n n ℝ) :
    δ * frobSq D ≤ curvature k D ∧ curvature k D ≤ 3 * W * frobSq D := by
  simp only [frobSq, curvature, Finset.mul_sum]
  constructor <;> refine Finset.sum_le_sum fun i _ => Finset.sum_le_sum fun j _ => ?_
  · exact mul_le_mul_of_nonneg_right (weight_bounds k δ W h i j).1 (sq_nonneg _)
  · exact mul_le_mul_of_nonneg_right (weight_bounds k δ W h i j).2 (sq_nonneg _)
```

**Q:** Could better constants exist?

**A:** Not for all such spectra. On the levels $-\delta,\delta,W$, the mixing matrix below has $\|D\|^2=2$; divided by $\sqrt2$, it has curvature exactly $\delta$. Changing the third occupation, with $\|D\|=1$, gives $3W$.

```lean
/-- For the three levels `-δ, δ, W` with `0 < δ ≤ W`, both curvature bounds are attained:
`δ` by mixing the first two levels, `3W` by changing the occupation of the third. -/
theorem bounds_sharp (δ W : ℝ) (hδ : 0 < δ) (hW : δ ≤ W) :
    curvature ![-δ, δ, W] !![0, 1, 0; 1, 0, 0; 0, 0, 0] =
        δ * frobSq !![0, 1, 0; 1, 0, 0; 0, 0, 0] ∧
      curvature ![-δ, δ, W] !![0, 0, 0; 0, 0, 0; 0, 0, 1] =
        3 * W * frobSq !![0, 0, 0; 0, 0, 0; 0, 0, 1] := by
  have h01 : weight ![-δ, δ, W] 0 1 = δ := by
    change (if -δ * δ < 0 then |-δ - δ| / 2 else 3 * (|-δ| + |δ|) / 2) = δ
    rw [if_pos (by nlinarith), abs_of_neg (by linarith)]
    ring
  have h10 : weight ![-δ, δ, W] 1 0 = δ := by
    change (if δ * -δ < 0 then |δ - -δ| / 2 else 3 * (|δ| + |-δ|) / 2) = δ
    rw [if_pos (by nlinarith), abs_of_pos (by linarith)]
    ring
  have h22 : weight ![-δ, δ, W] 2 2 = 3 * W := by
    change (if W * W < 0 then |W - W| / 2 else 3 * (|W| + |W|) / 2) = 3 * W
    rw [if_neg (not_lt.mpr (mul_self_nonneg W)), abs_of_pos (by linarith)]
    ring
  constructor <;> simp [curvature, frobSq, Fin.sum_univ_three, h01, h10, h22]
  ring

end

end DensityMatrixMinimization
```

```lean
#print axioms DensityMatrixMinimization.second_order
-- 'DensityMatrixMinimization.second_order' depends on axioms: [propext, Classical.choice, Quot.sound]
#print axioms DensityMatrixMinimization.energy_line
-- 'DensityMatrixMinimization.energy_line' depends on axioms: [propext, Classical.choice, Quot.sound]
#print axioms DensityMatrixMinimization.curvature_bounds
-- 'DensityMatrixMinimization.curvature_bounds' depends on axioms: [propext, Classical.choice, Quot.sound]
#print axioms DensityMatrixMinimization.bounds_sharp
-- 'DensityMatrixMinimization.bounds_sharp' depends on axioms: [propext, Classical.choice, Quot.sound]
```

**Q:** What does this mean for a real calculation?

**A:** For non-interacting electrons at fixed chemical potential, the Hessian at $P$ has condition number at most $3W/\delta$. The levels $-\delta,\delta,W$ attain this value, so the conditioning can be poor when the gap is small, and this can slow conjugate gradients. A code can take the gradient $3(LK+KL)-2(L^2K+LKL+KL^2)$, form a search direction, and find the stationary points of the energy along that line by setting the derivative, at most quadratic in $s$, to zero. Self-consistent updates of $K$ and the truncation of $L$ to a sparse matrix, used in linear-scaling versions of the method, are not modelled here.
